# Hermiticity of the coupled-channel logarithmic derivative for a Hermitian potential and a regular solution

## Matching at a sphere

A coupled-channel calculation can integrate the radial equations outward from the origin to a matching radius and join the result to exterior functions there. The interior enters this step through the matrix L = U' U⁻¹, where the columns of U are the interior solutions and U' is the radial derivative. For finitely many channels, a Hermitian potential, a real energy and solutions that vanish at the origin with a finite slope, L is Hermitian wherever U is invertible. A computed L can therefore be compared with its own conjugate transpose before it is used.

The physical content is conservation of particles. A wave inside the sphere has channel amplitudes ψ = U c, with c a constant vector of coefficients. Its net radial flux is proportional to Im(ψ†ψ'), where † denotes the conjugate transpose. If U†U' is Hermitian, then ψ†ψ' = c†U†U'c is real and the flux is zero: with no source at the origin and no absorption, as much flows in as out. The same algebra appears in electronic structure, when a non-spherical potential inside an atomic sphere couples a finite set of angular momenta.

## The equations and the claim

In units with ħ²/2μ = 1, where μ is the mass, the coupled equations on 0 < r < R are

U''(r) = (V(r) − E) U(r).

Here U is r times the usual radial function, and V(r) is a matrix in the channel indices that includes the centrifugal terms. V(r) is Hermitian, which expresses the absence of absorption, and E is real, as for a stationary state. U and U' are taken to be continuous up to r = 0 and r = R, and the regular solutions are those with U(0) = 0. The claim has two parts:

U†U' = U'†U for all r in [0, R],

L(r) = U'(r) U(r)⁻¹ is Hermitian wherever U(r) is invertible.

Some condition at the origin is needed. In one channel with V = 0, the travelling wave exp(iqr) with real q ≠ 0 has L = iq, which is not real.

## From the Wronskian to L

Let U solve the equations at energy E, and let W solve them with the same V at a real energy F. Define the matrix Wronskian

Q = U†W' − U'†W.

The product rule gives

Q' = U'†W' + U†W'' − U''†W − U'†W'.

The first and last terms cancel. Inserting the equations and using V† = V with E real,

Q' = U†(V − F)W − U†(V − E)W = (E − F) U†W.

Integration from 0 to r gives a Green identity:

Q(r) − Q(0) = (E − F) ∫₀ʳ U†W ds.

Now take W = U and F = E. The right-hand side is zero, so Q is constant. Since U(0) = 0 and U'(0) is finite, both terms of Q(0) vanish, and U†U' = U'†U throughout.

Where U is invertible, U' = L U, and therefore

U†U' = U†L U,  U'†U = U†L†U.

Cancelling U† on the left and U on the right shows that the two products agree exactly when L = L†.

Two consequences follow. Because Q is constant whatever its value at the origin, Hermiticity of L at one radius carries over to every other radius in [0, R] where U is invertible. And for regular solutions at two energies, with logarithmic derivatives L_U and L_W, the relation U†L_U = (L_U U)† = U'† gives

U†(L_W − L_U)W = U†W' − U'†W = (E − F) ∫₀ʳ U†W ds,

where the matrices on the left are taken at r.

## Two channels with numbers

Write matrices row by row, with a semicolon between rows. Take E = 0 and

V(r) = r⁻² [4, 2i; −2i, 4].

The constant matrix has eigenvalue 2 on the vector (−i, 1) and eigenvalue 6 on (i, 1). Since (r²)'' = 2r⁻²·r² and (r³)'' = 6r⁻²·r³, both r²(−i, 1) and r³(i, 1) are regular solutions. Let the first column of U be r²(−i, 1) and the second the sum of the two solutions. At r = 1,

U = [−i, 0; 1, 2],  U' = [−2i, i; 2, 5].

The product in the first part of the claim is

U†U' = [4, 4; 4, 10],

which is Hermitian. With U⁻¹ = [i, 0; −i/2, 1/2],

L = U'U⁻¹ = [5/2, i/2; −i/2, 5/2].

This L is Hermitian but not symmetric, so when a Hermitian potential matrix has complex entries, the comparison must be with the conjugate transpose and not with the plain transpose.

## One channel

With a single channel the result says that u'/u is real wherever u ≠ 0. The two-energy relation can be followed explicitly for V = 0. Take u = r at E = 0 and w = sin(qr) at F = q², with q > 0. Where r > 0 and sin(qr) ≠ 0, the left-hand side is

r sin(qr) (q cot(qr) − 1/r) = qr cos(qr) − sin(qr),

and the right-hand side, −q² ∫₀ʳ s sin(qs) ds, has the same value.

## The statement in Lean

The finite type `n` labels the channels. `V` sends a radius to a complex square matrix, and `E`, `F` and `R` are real numbers by type; `F` is a second energy. The letters `m` and `k` are index types for the columns of the two solution sets, not a mass and a wave number. The code writes `ᴴ` for †, and its comments write a star.

`IsSolution V E R U U'` contains the radial problem. `U'` is a separate function, tied to `U` by the field `deriv`; the field `schrodinger` is the second-order equation. Both hold entry by entry on the open interval `Ioo 0 R`, while `U` and `U'` are continuous on the closed interval `Icc 0 R`. Nothing is asked of `V` at the origin, so a centrifugal barrier is allowed, as in the example above. The equation must hold at every interior radius, however, which excludes a potential step inside the sphere where it would make U'' jump.

`wronskian` conjugates its first argument; for two real functions in a single channel it reduces to the textbook Wronskian uw' − u'w. `channelLogDeriv` is L, and `IsUnit (U r)` says that U(r) is invertible. In `logDeriv_hermitian`, the hypotheses `hV`, `hU` and `h0` are the Hermitian potential, the radial equations and U(0) = 0; the conclusion joins the two parts of the claim.

The existence of a solution is assumed, as is invertibility where it is used. One approximation in applying this model to a real scatterer is the truncation of an infinite angular-momentum expansion to finitely many channels; the theorems say nothing about the error it introduces.

```lean
import Mathlib

open Matrix Set

namespace CoupledChannel

noncomputable section

variable {n m k : Type*} [Fintype n]

/-- The matrix Wronskian `U* W' - U'* W` of two sets of coupled-channel functions. -/
def wronskian (U U' : ℝ → Matrix n m ℂ) (W W' : ℝ → Matrix n k ℂ) (r : ℝ) : Matrix m k ℂ :=
  (U r)ᴴ * W' r - (U' r)ᴴ * W r

variable [DecidableEq n]

/-- The columns of `U` solve the coupled radial equations `U'' = (V - E) U` on `(0, R)`,
and `U` and its derivative `U'` are continuous on `[0, R]`. -/
structure IsSolution (V : ℝ → Matrix n n ℂ) (E R : ℝ) (U U' : ℝ → Matrix n m ℂ) : Prop where
  cont : ∀ i j, ContinuousOn (fun s => U s i j) (Icc 0 R)
  cont' : ∀ i j, ContinuousOn (fun s => U' s i j) (Icc 0 R)
  deriv : ∀ r ∈ Ioo 0 R, ∀ i j, HasDerivAt (fun s => U s i j) (U' r i j) r
  schrodinger : ∀ r ∈ Ioo 0 R, ∀ i j,
    HasDerivAt (fun s => U' s i j) (((V r - (E : ℂ) • (1 : Matrix n n ℂ)) * U r) i j) r

/-- The coupled-channel logarithmic derivative `U' U⁻¹`, meaningful where `U r` is invertible. -/
def channelLogDeriv (U U' : ℝ → Matrix n n ℂ) (r : ℝ) : Matrix n n ℂ :=
  U' r * (U r)⁻¹

omit [DecidableEq n] in
/-- Each entry of the matrix Wronskian is a sum of scalar Wronskians over the channels. -/
theorem wronskian_apply (U U' : ℝ → Matrix n m ℂ) (W W' : ℝ → Matrix n k ℂ) (r : ℝ)
    (i : m) (j : k) : wronskian U U' W W' r i j =
      ∑ c, (star (U r c i) * W' r c j - star (U' r c i) * W r c j) := by
  simp only [wronskian, Matrix.sub_apply, Matrix.mul_apply, Matrix.conjTranspose_apply,
    Finset.sum_sub_distrib]

variable {V : ℝ → Matrix n n ℂ} {E F R : ℝ}

/-- For a Hermitian potential, the Wronskian of solutions at real energies `E` and `F`
has derivative `(E - F) U* W` on `(0, R)`. -/
theorem wronskian_hasDerivAt {U U' : ℝ → Matrix n m ℂ} {W W' : ℝ → Matrix n k ℂ}
    (hV : ∀ r ∈ Ioo 0 R, (V r).IsHermitian)
    (hU : IsSolution V E R U U') (hW : IsSolution V F R W W')
    {r : ℝ} (hr : r ∈ Ioo 0 R) (i : m) (j : k) :
    HasDerivAt (fun s => wronskian U U' W W' s i j)
      (((E : ℂ) - F) * ((U r)ᴴ * W r) i j) r := by
  -- the potential cancels because it is Hermitian
  have key : (U r)ᴴ * ((V r - (F : ℂ) • (1 : Matrix n n ℂ)) * W r)
      - ((V r - (E : ℂ) • (1 : Matrix n n ℂ)) * U r)ᴴ * W r
      = ((E : ℂ) - F) • ((U r)ᴴ * W r) := by
    rw [Matrix.conjTranspose_mul, Matrix.conjTranspose_sub, Matrix.conjTranspose_smul,
      Matrix.conjTranspose_one, (hV r hr).eq, Complex.star_def, Complex.conj_ofReal]
    simp only [Matrix.sub_mul, Matrix.mul_sub, Matrix.smul_mul, Matrix.mul_smul,
      Matrix.one_mul, Matrix.mul_one, Matrix.mul_assoc]
    module
  have hA := hW.schrodinger r hr
  have hB := hU.schrodinger r hr
  generalize (V r - (F : ℂ) • (1 : Matrix n n ℂ)) * W r = A at hA key
  generalize (V r - (E : ℂ) • (1 : Matrix n n ℂ)) * U r = B at hB key
  -- product rule in every channel
  have h : ∀ c, HasDerivAt (fun s => star (U s c i) * W' s c j - star (U' s c i) * W s c j)
      ((star (U' r c i) * W' r c j + star (U r c i) * A c j)
        - (star (B c i) * W r c j + star (U' r c i) * W' r c j)) r := fun c =>
    ((hU.deriv r hr c i).star.fun_mul (hA c j)).fun_sub
      ((hB c i).star.fun_mul (hW.deriv r hr c j))
  simp only [wronskian_apply]
  refine (HasDerivAt.fun_sum (u := Finset.univ) fun c _ => h c).congr_deriv ?_
  rw [← smul_eq_mul, ← Matrix.smul_apply, ← key, Matrix.sub_apply, Matrix.mul_apply,
    Matrix.mul_apply, ← Finset.sum_sub_distrib]
  refine Finset.sum_congr rfl fun c _ => ?_
  simp only [Matrix.conjTranspose_apply]
  ring

/-- Green's identity: for a Hermitian potential, the Wronskian of solutions at real energies
`E` and `F` changes between `0` and `r` by `(E - F)` times the integral of `U* W`. -/
theorem green_identity {U U' : ℝ → Matrix n m ℂ} {W W' : ℝ → Matrix n k ℂ}
    (hV : ∀ r ∈ Ioo 0 R, (V r).IsHermitian)
    (hU : IsSolution V E R U U') (hW : IsSolution V F R W W')
    {r : ℝ} (hr : r ∈ Icc 0 R) (i : m) (j : k) :
    wronskian U U' W W' r i j - wronskian U U' W W' 0 i j =
      ((E : ℂ) - F) * ∫ s in (0 : ℝ)..r, ((U s)ᴴ * W s) i j := by
  have hsub : Icc 0 r ⊆ Icc 0 R := Icc_subset_Icc_right hr.2
  have hc : ContinuousOn (fun s => wronskian U U' W W' s i j) (Icc 0 r) := by
    simp only [wronskian_apply]
    refine continuousOn_finsetSum _ fun c _ => ?_
    exact (((hU.cont c i).star.mul (hW.cont' c j)).sub
      ((hU.cont' c i).star.mul (hW.cont c j))).mono hsub
  have hi : ContinuousOn (fun s => ((E : ℂ) - F) * ((U s)ᴴ * W s) i j) (Icc 0 r) := by
    simp only [Matrix.mul_apply, Matrix.conjTranspose_apply]
    refine continuousOn_const.mul (continuousOn_finsetSum _ fun c _ => ?_)
    exact ((hU.cont c i).star.mul (hW.cont c j)).mono hsub
  have h := intervalIntegral.integral_eq_sub_of_hasDerivAt_of_le hr.1 hc
    (fun s hs => wronskian_hasDerivAt hV hU hW ⟨hs.1, hs.2.trans_le hr.2⟩ i j)
    (hi.intervalIntegrable_of_Icc hr.1)
  rw [intervalIntegral.integral_const_mul] at h
  exact h.symm

/-- For a Hermitian potential, the Wronskian of two solutions at the same real energy
is constant on `[0, R]`. -/
theorem wronskian_constant {U U' : ℝ → Matrix n m ℂ} {W W' : ℝ → Matrix n k ℂ}
    (hV : ∀ r ∈ Ioo 0 R, (V r).IsHermitian)
    (hU : IsSolution V E R U U') (hW : IsSolution V E R W W')
    {r : ℝ} (hr : r ∈ Icc 0 R) : wronskian U U' W W' r = wronskian U U' W W' 0 := by
  ext i j
  have h := green_identity hV hU hW hr i j
  rw [sub_self, zero_mul] at h
  exact sub_eq_zero.mp h

variable {U U' W W' : ℝ → Matrix n n ℂ} {r : ℝ}

/-- Where `U` is invertible, its logarithmic derivative times `U` gives back `U'`. -/
theorem channelLogDeriv_mul (h : IsUnit (U r)) : channelLogDeriv U U' r * U r = U' r := by
  rw [channelLogDeriv, Matrix.mul_assoc,
    Matrix.nonsing_inv_mul _ ((Matrix.isUnit_iff_isUnit_det _).mp h), Matrix.mul_one]

/-- Where `U` is invertible, the logarithmic derivative is Hermitian exactly when
`U* U' = U'* U`. -/
theorem channelLogDeriv_isHermitian_iff (h : IsUnit (U r)) :
    (channelLogDeriv U U' r).IsHermitian ↔ (U r)ᴴ * U' r = (U' r)ᴴ * U r := by
  have hs : IsUnit (U r)ᴴ := h.star
  rw [← channelLogDeriv_mul (U' := U') h]
  generalize channelLogDeriv U U' r = L
  rw [Matrix.conjTranspose_mul, Matrix.mul_assoc (U r)ᴴ Lᴴ (U r)]
  constructor
  · intro hL
    rw [hL.eq]
  · intro hL
    exact (h.mul_right_cancel (hs.mul_left_cancel hL)).symm

/-- For a Hermitian potential and a solution `U` at a real energy with `U(0) = 0`, one has
`U* U' = U'* U` on `[0, R]`, and the logarithmic derivative `U' U⁻¹` is Hermitian at every radius in
`[0, R]` where `U` is invertible. -/
theorem logDeriv_hermitian (hV : ∀ r ∈ Ioo 0 R, (V r).IsHermitian)
    (hU : IsSolution V E R U U') (h0 : U 0 = 0) :
    (∀ r ∈ Icc 0 R, (U r)ᴴ * U' r = (U' r)ᴴ * U r) ∧
      ∀ r ∈ Icc 0 R, IsUnit (U r) → (channelLogDeriv U U' r).IsHermitian := by
  have h : ∀ r ∈ Icc 0 R, (U r)ᴴ * U' r = (U' r)ᴴ * U r := fun r hr => by
    have hw := wronskian_constant hV hU hU hr
    -- the Wronskian vanishes at the origin
    have hz : wronskian U U' U U' 0 = 0 := by simp [wronskian, h0]
    exact sub_eq_zero.mp (hw.trans hz)
  exact ⟨h, fun r hr hu => (channelLogDeriv_isHermitian_iff hu).mpr (h r hr)⟩

/-- For a Hermitian potential and a solution `U` at a real energy, if the logarithmic derivative is
Hermitian at one radius in `[0, R]` where `U` is invertible, it is Hermitian at every other such
radius. -/
theorem logDeriv_hermitian_propagates (hV : ∀ r ∈ Ioo 0 R, (V r).IsHermitian)
    (hU : IsSolution V E R U U') {a : ℝ} (ha : a ∈ Icc 0 R) (hr : r ∈ Icc 0 R)
    (hua : IsUnit (U a)) (hur : IsUnit (U r)) (hL : (channelLogDeriv U U' a).IsHermitian) :
    (channelLogDeriv U U' r).IsHermitian := by
  have hz : wronskian U U' U U' a = 0 :=
    sub_eq_zero.mpr ((channelLogDeriv_isHermitian_iff hua).mp hL)
  have hw := (wronskian_constant hV hU hU hr).trans (wronskian_constant hV hU hU ha).symm
  exact (channelLogDeriv_isHermitian_iff hur).mpr (sub_eq_zero.mp (hw.trans hz))

/-- For a Hermitian potential and solutions vanishing at the origin at real energies `E` and `F`,
both invertible at a radius `r` in `[0, R]`, with logarithmic derivatives `L_U` and `L_W` there,
each entry of `U* (L_W - L_U) W` at `r` equals `(E - F)` times the integral of the same entry of
`U* W` from `0` to `r`. -/
theorem logDeriv_two_energies (hV : ∀ r ∈ Ioo 0 R, (V r).IsHermitian)
    (hU : IsSolution V E R U U') (hW : IsSolution V F R W W') (hU0 : U 0 = 0) (hW0 : W 0 = 0)
    (hr : r ∈ Icc 0 R) (hu : IsUnit (U r)) (hw : IsUnit (W r)) (i j : n) :
    ((U r)ᴴ * (channelLogDeriv W W' r - channelLogDeriv U U' r) * W r) i j =
      ((E : ℂ) - F) * ∫ s in (0 : ℝ)..r, ((U s)ᴴ * W s) i j := by
  have hH := (logDeriv_hermitian hV hU hU0).2 r hr hu
  have hc : (U r)ᴴ * channelLogDeriv U U' r = (U' r)ᴴ := by
    rw [← channelLogDeriv_mul (U' := U') hu, Matrix.conjTranspose_mul, hH.eq]
  have hz : wronskian U U' W W' 0 = 0 := by simp [wronskian, hU0, hW0]
  rw [← green_identity hV hU hW hr i j, hz, Matrix.zero_apply, sub_zero, Matrix.mul_sub,
    Matrix.sub_mul, hc, Matrix.mul_assoc, channelLogDeriv_mul hw, wronskian]

end

end CoupledChannel
```

```lean
#print axioms CoupledChannel.logDeriv_hermitian_propagates
-- 'CoupledChannel.logDeriv_hermitian_propagates' depends on axioms: [propext, Classical.choice, Quot.sound]
#print axioms CoupledChannel.logDeriv_two_energies
-- 'CoupledChannel.logDeriv_two_energies' depends on axioms: [propext, Classical.choice, Quot.sound]
```

## The proof in Lean

`wronskian_apply` writes an entry of the matrix Wronskian as a sum of scalar Wronskians over the channels, so that ordinary one-variable calculus applies.

`wronskian_hasDerivAt` is the computation of Q'. Its intermediate result `key` is the matrix algebra in which V cancels: `(hV r hr).eq` replaces V† by V, and `Complex.conj_ofReal` uses that the energy is real. The two right-hand sides of the radial equations are then abbreviated to `A` and `B`, and `h` applies the product rule in each channel. The closing `ring` removes the products of first derivatives that cancel in the derivation above.

`green_identity` integrates this derivative. The version of the fundamental theorem of calculus used here needs continuity on the closed interval, supplied by `hc`, but a derivative only in the interior. This is what accommodates a potential that is singular at the origin. The continuity in `hi` makes the integrand integrable. In `wronskian_constant` the two energies coincide and the integral term is multiplied by zero.

`channelLogDeriv_mul` is the relation L U = U'. `channelLogDeriv_isHermitian_iff` uses it to replace U' by L U, after which one direction is substitution and the other cancels the invertible factors on each side.

The main theorem `logDeriv_hermitian` evaluates the Wronskian at the origin in `hz`, carries the zero to every radius by constancy, and applies the equivalence where U is invertible. `logDeriv_hermitian_propagates` does the same from a radius `a` in place of the origin, comparing the Wronskians at `r` and `a` through their common value at 0. In `logDeriv_two_energies`, `hc` is the relation U†L_U = U'†, which depends on the Hermiticity already proved; the rest is the Green identity with zero Wronskian at the origin.
